# Exact doubly exponential rate of McWeeny purification for one eigenvalue

Let $f(x) = 3x^2 - 2x^3$ and $x_{n+1} = f(x_n)$ for $n = 0, 1, 2, \dots$, with a starting value $0 < x_0 < 1/2$. Write $g(x) = x(3-2x)$ for the factor by which one step multiplies $x$, so that $f(x) = x\,g(x)$, and set $r_n = (3x_n)^{1/2^n}$. Then $r_n$ decreases strictly and converges to $B = \inf_n r_n$, a number that depends on $x_0$ and satisfies

$$2x_0 < g(x_0) \le B < 3x_0, \qquad B < 1 .$$

At every step $n \ge 0$,

$$g(x_n) \le B^{2^n} \le 3x_n, \qquad\text{and}\qquad \frac{3x_n}{B^{2^n}} \to 1 \quad (n \to \infty),$$

so $x_n$ is asymptotic to $B^{2^n}/3$ with the prefactor included. For $1/2 < x_0 < 1$ both limits hold for the hole occupation $1 - x_n$, with $B$ taken at the starting value $1 - x_0$.

## Step counts in a purification loop

For non-interacting electrons, or a mean-field Hamiltonian $H$ held fixed, in an orthonormal basis and in exact arithmetic, the update $P_{n+1} = 3P_n^2 - 2P_n^3$ of a symmetric trial density matrix $P_n$ keeps the eigenvectors and applies $f$ to each eigenvalue separately. One possible starting guess is $P_0 = \tfrac12 I - (H - \mu I)/(2\Delta)$, where $I$ is the identity, $\mu$ the chemical potential and $\Delta$ a number larger than $|\epsilon - \mu|$ for every level $\epsilon$ of $H$. A level $\epsilon$ then starts at $x_0 = \tfrac12 - (\epsilon - \mu)/(2\Delta)$. The condition $x_0 < 1/2$ says that the level lies strictly above $\mu$ and should end up empty, and $x_0 > 0$ says that $\epsilon - \mu < \Delta$ for this level, which holds when $\Delta$ really bounds $|\epsilon - \mu|$ over the spectrum.

Near 0 the map behaves as $f(x) \approx 3x^2$, which is what "quadratic convergence" means here. The bound makes this quantitative for one eigenvalue. Since $3 - 2x_n > 2$, it can be rearranged to $B^{2^n}/3 \le x_n < B^{2^n}/2$, so reaching a tolerance $\tau$ takes about $\log_2\!\big[\ln(1/(3\tau))/\ln(1/B)\big]$ steps. Taking the $2^n$-th root of the two-sided bound brackets $B$ from any single iterate: with $s_n = g(x_n)^{1/2^n}$ one has $s_n \le B \le r_n$. For a level close to $\mu$, $x_0 = 1/2 - \delta$ with small $\delta > 0$, one finds $g(x_0) = 1 - \delta - 2\delta^2$, so $B$ is pushed towards 1 and the fast regime starts late.

## From the cubic map to the constant $B$

The argument traps $B$ between a falling and a rising sequence.

1. For $0 < x < 1/2$, $f(x) = x^2(3-2x) > 0$ and $x - f(x) = x(1-x)(1-2x) > 0$. By induction $0 < x_n \le x_0$ for all $n$.

2. We have $1 - g(x_0) = (1-x_0)(1-2x_0) > 0$, and $g(x_0) - g(x_n) = (x_0 - x_n)\,(3 - 2(x_0 + x_n)) \ge 0$. Hence $x_{n+1} = x_n\,g(x_n) \le x_n\,g(x_0)$, so $x_n \le g(x_0)^n x_0$ and $x_n \to 0$.

3. The cubic term gives $(3x)^2 - 3f(x) = 6x^3 > 0$, so $3x_{n+1} < (3x_n)^2$. Taking the $2^{n+1}$-th root, and using $(a^2)^{1/2^{n+1}} = a^{1/2^n}$ for $a \ge 0$, gives $r_{n+1} < r_n$. The sequence is bounded below by 0, so it converges to its infimum $B$.

4. Factoring out $f(x) = x^2(3-2x)$,
$$g(f(x)) - g(x)^2 = x^2(3-2x)\big[(3 - 2f(x)) - (3-2x)\big] = x^2(3-2x)\cdot 2\,(x - f(x)) \ge 0 .$$
The same root gives $s_{n+1} \ge s_n$.

5. Since $3x - g(x) = 2x^2 \ge 0$, $s_k \le r_k$ for each $k$. For any $n$ and $m$, with $k = \max(n,m)$, this yields $s_n \le s_k \le r_k \le r_m$. So $s_n$ is a lower bound of all the $r_m$, and $s_n \le B \le r_n$. Raising to the power $2^n$ gives $g(x_n) \le B^{2^n} \le 3x_n$.

6. At $n = 0$ the left inequality reads $g(x_0) \le B$, and $g(x_0) - 2x_0 = x_0(1-2x_0) > 0$. On the other side $B \le r_1 < r_0 = 3x_0$. This upper bound does not give $B < 1$ when $x_0 > 1/3$, but by step 2 some $x_n$ is below $1/3$, so $B^{2^n} \le 3x_n < 1$ and therefore $B < 1$.

7. Dividing the two-sided bound by $3x_n > 0$ gives $1 - \tfrac23 x_n \le B^{2^n}/(3x_n) \le 1$. Both ends tend to 1, hence so do the ratio and its inverse.

8. Expanding shows $1 - f(x) = f(1-x)$, so $1 - x_n$ is the $n$-th iterate started from $1 - x_0$, which lies in $(0, 1/2)$ when $1/2 < x_0 < 1$.

## The starting value $x_0 = 1/4$

Here $x_1 = \tfrac1{16}\cdot\tfrac52 = \tfrac5{32}$ and $x_2 = \tfrac{25}{1024}\cdot\tfrac{43}{16} = \tfrac{1075}{16384}$. Rounded values:

| $n$ | $x_n$ | $s_n$ | $r_n$ |
|---|---|---|---|
| 0 | 0.25 | 0.6250 | 0.7500 |
| 1 | 0.15625 | 0.6480 | 0.6847 |
| 2 | 0.065613 | 0.6587 | 0.6661 |
| 3 | 0.012350 | 0.6617 | 0.6624 |
| 4 | 0.000454 | 0.6620 | 0.6620 |

So $B \approx 0.6620$, inside $[0.625,\,0.75)$. The law $B^{2^n}/3$ predicts $x_5 \approx 6.2\times10^{-7}$ and $x_6 \approx 1.1\times10^{-12}$, so a tolerance of $10^{-10}$ on this eigenvalue needs six steps.

## The Lean file

```lean
import Mathlib

open Filter Topology

namespace McWeenyRate

noncomputable section

/-- The McWeeny purification map acting on one eigenvalue of the density matrix. -/
def mcWeeny (x : ℝ) : ℝ := 3 * x ^ 2 - 2 * x ^ 3

/-- The eigenvalue after `n` McWeeny steps, starting from `x0`. -/
def occ (x0 : ℝ) : ℕ → ℝ
  | 0 => x0
  | n + 1 => mcWeeny (occ x0 n)

/-- The factor `x (3 - 2x)` by which one McWeeny step multiplies the eigenvalue `x`. -/
def gain (x : ℝ) : ℝ := x * (3 - 2 * x)

/-- The `2^n`-th root `a^(1/2^n)`. -/
def root (n : ℕ) (a : ℝ) : ℝ := a ^ ((1 : ℝ) / 2 ^ n)

/-- The rate estimate `(3 x_n)^(1/2^n)` after `n` steps. -/
def rate (x0 : ℝ) (n : ℕ) : ℝ := root n (3 * occ x0 n)

/-- The rate constant `B`, the infimum of the rate estimates over all steps. -/
def rateConst (x0 : ℝ) : ℝ := ⨅ n, rate x0 n

/-- For `a ≥ 0` the `2^(n+1)`-th root of `a²` is the `2^n`-th root of `a`, and the `2^n`-th
power undoes the `2^n`-th root. -/
theorem root_spec (n : ℕ) {a : ℝ} (ha : 0 ≤ a) :
    root (n + 1) (a ^ 2) = root n a ∧ root n a ^ (2 ^ n) = a := by
  unfold root
  constructor
  · have e : ((2 : ℕ) : ℝ) * (1 / 2 ^ (n + 1)) = 1 / 2 ^ n := by
      push_cast
      rw [pow_succ]
      field_simp
    rw [← Real.rpow_natCast a 2, ← Real.rpow_mul ha, e]
  · have e : (1 / 2 ^ n : ℝ) * ((2 ^ n : ℕ) : ℝ) = 1 := by
      push_cast
      field_simp
    rw [← Real.rpow_natCast _ (2 ^ n), ← Real.rpow_mul ha, e, Real.rpow_one]

/-- One McWeeny step lowers an eigenvalue in `(0, 1/2)` and keeps it positive. -/
theorem step_mem {x : ℝ} (h0 : 0 < x) (h1 : x < 1 / 2) : 0 < mcWeeny x ∧ mcWeeny x < x := by
  unfold mcWeeny
  have a := mul_pos (pow_pos h0 2) (show 0 < 3 - 2 * x by linarith)
  have b := mul_pos (mul_pos h0 (show 0 < 1 - x by linarith)) (show 0 < 1 - 2 * x by linarith)
  constructor <;> nlinarith

/-- Starting in `(0, 1/2)`, every iterate lies in `(0, x0]`. -/
theorem occ_mem {x0 : ℝ} (h0 : 0 < x0) (h1 : x0 < 1 / 2) (n : ℕ) :
    0 < occ x0 n ∧ occ x0 n ≤ x0 := by
  induction n with
  | zero => exact ⟨h0, le_rfl⟩
  | succ n ih =>
    have h := step_mem ih.1 (lt_of_le_of_lt ih.2 h1)
    exact ⟨h.1, h.2.le.trans ih.2⟩

/-- Starting in `(0, 1/2)`, the iterates converge to zero. -/
theorem occ_tendsto_zero {x0 : ℝ} (h0 : 0 < x0) (h1 : x0 < 1 / 2) :
    Tendsto (occ x0) atTop (𝓝 0) := by
  have q0 : 0 ≤ gain x0 := mul_nonneg h0.le (by linarith)
  have q1 : gain x0 < 1 := by
    unfold gain
    nlinarith [mul_pos (show 0 < 1 - x0 by linarith) (show 0 < 1 - 2 * x0 by linarith)]
  -- each step multiplies by at most the initial gain, which is below one
  have hb : ∀ n, occ x0 n ≤ gain x0 ^ n * x0 := by
    intro n
    induction n with
    | zero => simp [occ]
    | succ n ih =>
      obtain ⟨p, l⟩ := occ_mem h0 h1 n
      have g : gain (occ x0 n) ≤ gain x0 := by
        unfold gain
        nlinarith [mul_nonneg (sub_nonneg.2 l)
          (show 0 ≤ 3 - 2 * (x0 + occ x0 n) by linarith)]
      calc occ x0 (n + 1) = occ x0 n * gain (occ x0 n) := by
            simp only [occ, mcWeeny, gain]; ring
        _ ≤ occ x0 n * gain x0 := mul_le_mul_of_nonneg_left g p.le
        _ ≤ gain x0 ^ n * x0 * gain x0 := mul_le_mul_of_nonneg_right ih q0
        _ = gain x0 ^ (n + 1) * x0 := by ring
  have hl := (tendsto_pow_atTop_nhds_zero_of_lt_one q0 q1).mul_const x0
  rw [zero_mul] at hl
  exact squeeze_zero (fun n => (occ_mem h0 h1 n).1.le) hb hl

/-- For `x0` in `(0, 1/2)` the sequence `(3 x_n)^(1/2^n)` is strictly decreasing. -/
theorem rate_strictAnti {x0 : ℝ} (h0 : 0 < x0) (h1 : x0 < 1 / 2) : StrictAnti (rate x0) := by
  refine strictAnti_nat_of_succ_lt fun n => ?_
  have p := (occ_mem h0 h1 n).1
  have p' := (occ_mem h0 h1 (n + 1)).1
  -- the cubic term makes `3 x_{n+1}` smaller than `(3 x_n)²`
  have h : 3 * occ x0 (n + 1) < (3 * occ x0 n) ^ 2 := by
    simp only [occ, mcWeeny]
    nlinarith [pow_pos p 3]
  unfold rate
  rw [← (root_spec n (show 0 ≤ 3 * occ x0 n by linarith)).1]
  exact Real.rpow_lt_rpow (by linarith) h (by positivity)

/-- For `x0` in `(0, 1/2)` the sequence `(x_n (3 - 2 x_n))^(1/2^n)` is nondecreasing. -/
theorem gain_root_monotone {x0 : ℝ} (h0 : 0 < x0) (h1 : x0 < 1 / 2) :
    Monotone fun n => root n (gain (occ x0 n)) := by
  refine monotone_nat_of_le_succ fun n => ?_
  obtain ⟨p, l⟩ := occ_mem h0 h1 n
  have s := step_mem p (lt_of_le_of_lt l h1)
  have e : gain (mcWeeny (occ x0 n)) - gain (occ x0 n) ^ 2
      = occ x0 n ^ 2 * (3 - 2 * occ x0 n) * (2 * (occ x0 n - mcWeeny (occ x0 n))) := by
    unfold gain mcWeeny; ring
  have pos : 0 ≤ occ x0 n ^ 2 * (3 - 2 * occ x0 n) * (2 * (occ x0 n - mcWeeny (occ x0 n))) :=
    mul_nonneg (mul_nonneg (sq_nonneg _) (by linarith)) (by linarith [s.2])
  have h : gain (occ x0 n) ^ 2 ≤ gain (mcWeeny (occ x0 n)) := by linarith
  have g0 : 0 ≤ gain (occ x0 n) := mul_nonneg p.le (by linarith)
  show root n (gain (occ x0 n)) ≤ root (n + 1) (gain (mcWeeny (occ x0 n)))
  rw [← (root_spec n g0).1]
  exact Real.rpow_le_rpow (sq_nonneg _) h (by positivity)

/-- For `x0` in `(0, 1/2)` and every step `n`, `x_n (3 - 2 x_n) ≤ B^(2^n) ≤ 3 x_n`. -/
theorem rateConst_sandwich {x0 : ℝ} (h0 : 0 < x0) (h1 : x0 < 1 / 2) (n : ℕ) :
    gain (occ x0 n) ≤ rateConst x0 ^ (2 ^ n) ∧ rateConst x0 ^ (2 ^ n) ≤ 3 * occ x0 n := by
  have g0 : ∀ m, 0 ≤ gain (occ x0 m) := fun m =>
    mul_nonneg (occ_mem h0 h1 m).1.le (by linarith [(occ_mem h0 h1 m).2])
  have hle : ∀ m, root m (gain (occ x0 m)) ≤ rate x0 m := fun m =>
    Real.rpow_le_rpow (g0 m) (by unfold gain; nlinarith [sq_nonneg (occ x0 m)]) (by positivity)
  -- every term of the rising sequence lies below every term of the falling one
  have hall : ∀ m, root n (gain (occ x0 n)) ≤ rate x0 m := fun m =>
    (gain_root_monotone h0 h1 (le_max_left n m)).trans
      ((hle _).trans ((rate_strictAnti h0 h1).antitone (le_max_right n m)))
  have lo : root n (gain (occ x0 n)) ≤ rateConst x0 := le_ciInf hall
  have hi : rateConst x0 ≤ rate x0 n :=
    ciInf_le ⟨root n (gain (occ x0 n)), by rintro _ ⟨m, rfl⟩; exact hall m⟩ n
  have r0 : 0 ≤ root n (gain (occ x0 n)) := Real.rpow_nonneg (g0 n) _
  constructor
  · rw [← (root_spec n (g0 n)).2]
    exact pow_le_pow_left₀ r0 lo _
  · rw [← (root_spec n (show 0 ≤ 3 * occ x0 n by linarith [(occ_mem h0 h1 n).1])).2]
    exact pow_le_pow_left₀ (r0.trans lo) hi _

/-- For `x0` in `(0, 1/2)` the sequence `(3 x_n)^(1/2^n)` decreases strictly and converges to
`B`, with `2 x0 < x0 (3 - 2 x0) ≤ B < 3 x0` and `B < 1`. -/
theorem mcWeeny_rate {x0 : ℝ} (h0 : 0 < x0) (h1 : x0 < 1 / 2) :
    StrictAnti (rate x0) ∧ Tendsto (rate x0) atTop (𝓝 (rateConst x0)) ∧
      2 * x0 < gain x0 ∧ gain x0 ≤ rateConst x0 ∧ rateConst x0 < 3 * x0 ∧
      rateConst x0 < 1 := by
  have sa := rate_strictAnti h0 h1
  have bdd : BddBelow (Set.range (rate x0)) := ⟨0, by
    rintro _ ⟨m, rfl⟩
    exact Real.rpow_nonneg (by linarith [(occ_mem h0 h1 m).1]) _⟩
  refine ⟨sa, tendsto_atTop_ciInf sa.antitone bdd, ?_, ?_, ?_, ?_⟩
  · unfold gain
    nlinarith [mul_pos h0 (show 0 < 1 - 2 * x0 by linarith)]
  · simpa [occ] using (rateConst_sandwich h0 h1 0).1
  · have a : rateConst x0 ≤ rate x0 1 := ciInf_le bdd 1
    have b : rate x0 1 < rate x0 0 := sa zero_lt_one
    have c : rate x0 0 = 3 * x0 := by simp [rate, root, occ]
    linarith
  · -- once `x_n < 1/3`, the power `B^(2^n)` is below one
    obtain ⟨n, hn⟩ := ((occ_tendsto_zero h0 h1).eventually
      (gt_mem_nhds (show (0 : ℝ) < 1 / 3 by norm_num))).exists
    by_contra hB
    have a : 1 ≤ rateConst x0 ^ (2 ^ n) := one_le_pow₀ (not_lt.1 hB)
    linarith [(rateConst_sandwich h0 h1 n).2]

/-- For `x0` in `(0, 1/2)` the ratio `3 x_n / B^(2^n)` tends to one. -/
theorem occ_asymptotic {x0 : ℝ} (h0 : 0 < x0) (h1 : x0 < 1 / 2) :
    Tendsto (fun n => 3 * occ x0 n / rateConst x0 ^ (2 ^ n)) atTop (𝓝 1) := by
  have hl : Tendsto (fun n => 1 - 2 / 3 * occ x0 n) atTop (𝓝 1) := by
    have h := ((occ_tendsto_zero h0 h1).const_mul (2 / 3)).const_sub 1
    rwa [mul_zero, sub_zero] at h
  have p : ∀ n, 0 < 3 * occ x0 n := fun n => by linarith [(occ_mem h0 h1 n).1]
  -- the inverse ratio is squeezed between `1 - 2 x_n / 3` and `1`
  have h : Tendsto (fun n => rateConst x0 ^ (2 ^ n) / (3 * occ x0 n)) atTop (𝓝 1) := by
    refine tendsto_of_tendsto_of_tendsto_of_le_of_le hl tendsto_const_nhds
      (fun n => ?_) (fun n => ?_)
    · have s := (rateConst_sandwich h0 h1 n).1
      unfold gain at s
      exact (le_div_iff₀ (p n)).2 (by nlinarith)
    · exact (div_le_one (p n)).2 (rateConst_sandwich h0 h1 n).2
  simpa only [inv_div, inv_one] using h.inv₀ one_ne_zero

/-- For `x0` in `(1/2, 1)`, `(3 (1 - x_n))^(1/2^n)` converges to the rate constant `B` of the
starting value `1 - x0`, and `3 (1 - x_n) / B^(2^n)` tends to one. -/
theorem hole_rate {x0 : ℝ} (h0 : 1 / 2 < x0) (h1 : x0 < 1) :
    Tendsto (fun n => root n (3 * (1 - occ x0 n))) atTop (𝓝 (rateConst (1 - x0))) ∧
      Tendsto (fun n => 3 * (1 - occ x0 n) / rateConst (1 - x0) ^ (2 ^ n)) atTop (𝓝 1) := by
  -- the map commutes with `x ↦ 1 - x`
  have e : ∀ n, 1 - occ x0 n = occ (1 - x0) n := by
    intro n
    induction n with
    | zero => rfl
    | succ n ih =>
      show 1 - mcWeeny (occ x0 n) = mcWeeny (occ (1 - x0) n)
      rw [← ih]; unfold mcWeeny; ring
  have a : 0 < 1 - x0 := by linarith
  have b : 1 - x0 < 1 / 2 := by linarith
  simp only [e]
  exact ⟨(mcWeeny_rate a b).2.1, occ_asymptotic a b⟩

end

end McWeenyRate
```
```lean
#print axioms McWeenyRate.hole_rate
```

```
'McWeenyRate.hole_rate' depends on axioms: [propext, Classical.choice, Quot.sound]
```

## Definitions and theorems in words

The eigenvalue is a real number. `mcWeeny` is $f$, `gain` is $g$, and `occ x0 n` is $x_n$, with `occ x0 0` equal to $x_0$, so the index counts completed steps. `root n a` is the real power $a^{1/2^n}$, `rate x0 n` is $r_n$, and `rateConst x0` is $B$, defined as the infimum `⨅ n, rate x0 n`. The convergence to $B$ is thus a theorem and not part of the definition. These definitions accept any real `x0`; for a negative iterate the real power returns a conventional value with no meaning here, and the theorems apply `root` only to non-negative arguments.

Under `h0 : 0 < x0` and `h1 : x0 < 1 / 2`, `mcWeeny_rate` states six facts: `StrictAnti (rate x0)`, meaning $r_m < r_n$ whenever $n < m$; the limit $r_n \to B$, written `Tendsto (rate x0) atTop (𝓝 (rateConst x0))`; and the four inequalities $2x_0 < g(x_0)$, $g(x_0) \le B$, $B < 3x_0$, $B < 1$. Under the same hypotheses `rateConst_sandwich` is the two-sided bound for every natural number `n`, including 0, and `occ_asymptotic` is the limit $3x_n/B^{2^n} \to 1$. Under `1 / 2 < x0` and `x0 < 1`, `hole_rate` states that $(3(1-x_n))^{1/2^n}$ tends to `rateConst (1 - x0)` and that $3(1-x_n)$ divided by the $2^n$-th power of that constant tends to 1. The inequalities for this constant come from `mcWeeny_rate` applied to $1 - x_0$.

## How the lemmas follow the eight steps

`root_spec` supplies the two root identities, $(a^2)^{1/2^{n+1}} = a^{1/2^n}$ and $(a^{1/2^n})^{2^n} = a$ for $a \ge 0$, by multiplying exponents with `Real.rpow_mul`. Step 1 is `step_mem`, where the products `a` and `b` are the factorisations $x^2(3-2x)$ and $x(1-x)(1-2x)$ handed to `nlinarith`, followed by the induction `occ_mem`. Step 2 is `occ_tendsto_zero`: `q1` is $g(x_0) < 1$, `hb` is the geometric bound, and `squeeze_zero` concludes.

In `rate_strictAnti` (step 3) the inequality $3x_{n+1} < (3x_n)^2$ follows from `pow_pos p 3`, the positivity of $x_n^3$; the goal is rewritten with the first root identity and closed by `Real.rpow_lt_rpow`. `gain_root_monotone` (step 4) has the same shape, with the factorisation as `e` and its sign as `pos`. In `rateConst_sandwich` (step 5), `hle` is $s_m \le r_m$, `hall` is the chain through $\max(n,m)$, `le_ciInf` and `ciInf_le` give $s_n \le B$ and $B \le r_n$, and the second root identity with `pow_le_pow_left₀` raises both to the power $2^n$.

`mcWeeny_rate` obtains the limit from `tendsto_atTop_ciInf`, which says that a decreasing sequence bounded below tends to its infimum, and then proves the inequalities of step 6; the last one assumes $B \ge 1$ and contradicts $B^{2^n} \le 3x_n < 1$. `occ_asymptotic` squeezes the inverse ratio as in step 7 and inverts the limit with `h.inv₀ one_ne_zero`. In `hole_rate` the induction `e` is step 8, after which the earlier theorems apply directly.

## Limits of the result for a running code

The theorems concern one real sequence in exact arithmetic. Matrices do not appear in them, and neither do rounding, the thresholding of small elements that linear-scaling codes apply, non-orthogonal bases, or variants that adjust the polynomial to control the trace. Thresholding and rounding perturb the matrix at each step, so one should expect the decay $B^{2^n}/3$ only down to the level of that perturbation. The position of $x_0$ is assumed, not derived from a Hamiltonian. No closed form for $B$ is given, nor its monotonicity in $x_0$, so nothing is stated about which eigenvalue is slowest. For $x_0 > 1/3$ the upper bound $B < 3x_0$ in terms of the starting value is weaker than $B < 1$; a sharper one is $B \le r_n$ at any step with $x_n < 1/3$. The reduction from matrices, the step-count estimate, the table and the cases below are ordinary arithmetic around the theorems and are not statements of the file.

Both ends of the interval matter. At $x_0 = 1/2$, a level exactly at $\mu$, the point is fixed: $f(1/2) = 3/4 - 1/4 = 1/2$. Then $r_n = (3/2)^{1/2^n}$ still decreases strictly, but its limit is $B = 1$, the ratio $3x_n/B^{2^n}$ stays at $3/2$, and the eigenvalue never purifies. At $x_0 = 0$ all $r_n$ vanish, so strict decrease and $B < 3x_0$ fail, harmlessly. A negative start can do damage: $f(-1/2) = 3/4 + 1/4 = 1$, which is again a fixed point. With the starting guess above, this is a level at $\epsilon - \mu = 2\Delta$, so a spectral bound underestimated by a factor of two can turn a level that should be empty into a fully occupied one in a single step.
